# Every pure state of n ≥ 1 fermions in n + 1 spin orbitals is a single Slater determinant

Let $n\ge 1$ and let $c=(c_0,\dots,c_n)$ be a complex unit vector. There is an $n\times(n+1)$ matrix $A$ with orthonormal rows whose minor with column $k$ deleted is $(-1)^k c_k$, for every $k$. Consequently, every normalised antisymmetric state of $n$ fermions in $n+1$ spin orbitals is one determinant of orthonormal orbitals.

For electronic structure this means that, in a finite basis with exactly one more spin orbital than electrons, full configuration interaction cannot improve on the best single determinant, provided the orbitals may be any complex combinations of the basis spin orbitals, including mixtures of spin up and spin down.

```lean
import Mathlib

open Matrix

namespace OneHoleSlater

noncomputable section
```

## Amplitudes and antisymmetry

Fix an orthonormal basis of $m$ spin orbitals $\chi_0,\dots,\chi_{m-1}$. Row $i$ of $A$ holds the coefficients of an occupied orbital, $\varphi_i=\sum_k A_{ik}\chi_k$. If the fermions carry the labels $x=(x_0,\dots,x_{n-1})$, the amplitude of the determinant is

$$D_A(x)=\det\bigl(A_{i,x_j}\bigr)_{i,j}.$$

In Lean, `A.submatrix id x` keeps all rows and selects the columns listed by `x`.

```lean
/-- The amplitude of the determinant built from the orbitals in the rows of `A`, when the
fermions occupy the basis spin orbitals listed by `x`. -/
def slater {n m : ℕ} (A : Matrix (Fin n) (Fin m) ℂ) (x : Fin n → Fin m) : ℂ :=
  (A.submatrix id x).det
```

A general state is a function $\Psi$ of the label list. It is antisymmetric if $\Psi(x\circ\sigma)=\operatorname{sgn}(\sigma)\,\Psi(x)$ for every permutation $\sigma$ of the fermions.

```lean
/-- Permuting the fermions multiplies the amplitude by the sign of the permutation. -/
def IsAntisymmetric {n m : ℕ} (Ψ : (Fin n → Fin m) → ℂ) : Prop :=
  ∀ (σ : Equiv.Perm (Fin n)) (x : Fin n → Fin m),
    Ψ (x ∘ σ) = ((Equiv.Perm.sign σ : ℤ) : ℂ) * Ψ x
```

Permuting the entries of $x$ permutes the columns of the selected square matrix, which multiplies its determinant by $\operatorname{sgn}(\sigma)$.

```lean
/-- A Slater determinant is antisymmetric. -/
theorem slater_antisymmetric {n m : ℕ} (A : Matrix (Fin n) (Fin m) ℂ) :
    IsAntisymmetric (slater A) := by
  intro σ x
  exact Matrix.det_permute' σ (A.submatrix id x)
```

If $x_i=x_j$ with $i\ne j$, swapping fermions $i$ and $j$ leaves $x$ unchanged but reverses the sign of the amplitude. Hence $\Psi(x)=-\Psi(x)$, so $\Psi(x)=0$. The code first shows that the swap fixes `x`, then applies antisymmetry to it.

```lean
/-- Pauli principle: an antisymmetric amplitude vanishes when two fermions occupy the same
spin orbital. -/
theorem pauli {n m : ℕ} {Ψ : (Fin n → Fin m) → ℂ} (hΨ : IsAntisymmetric Ψ)
    {x : Fin n → Fin m} {i j : Fin n} (hij : i ≠ j) (hx : x i = x j) : Ψ x = 0 := by
  have hs : x ∘ (Equiv.swap i j) = x := by
    funext l
    rw [Function.comp_apply, Equiv.swap_apply_def]
    split_ifs with h1 h2
    · rw [h1]; exact hx.symm
    · rw [h2]; exact hx
    · rfl
  have h := hΨ (Equiv.swap i j) x
  rw [hs, Equiv.Perm.sign_swap hij] at h
  have h2 : Ψ x = -Ψ x := by simpa using h
  linear_combination h2 / 2
```

## One amplitude for each empty orbital

Now set $m=n+1$. Let $\kappa_k$ be the increasing list of all labels except $k$; Lean writes it `k.succAbove`. An antisymmetric $\Psi$ is fixed by the $n+1$ numbers $\Psi(\kappa_k)$:

- If $x$ repeats a label, $\Psi(x)=0$.
- If $x$ has no repetition, its $n$ labels miss some $k$ among the $n+1$ available. Then $x$ is a reordering of $\kappa_k$, that is $x=\kappa_k\circ\sigma$, and $\Psi(x)=\operatorname{sgn}(\sigma)\,\Psi(\kappa_k)$.

The proof splits into the same two cases. In the injective case, `choose s` records the position of each $x_i$ in $\kappa_k$; this map is injective on a finite set and is therefore the permutation $\sigma$.

```lean
/-- Two antisymmetric `n`-fermion amplitudes on `n + 1` spin orbitals are equal if they agree
on the configurations with orbital `k` empty, for every `k`. -/
theorem eq_of_hole_amplitudes {n : ℕ} {Ψ Φ : (Fin n → Fin (n + 1)) → ℂ}
    (hΨ : IsAntisymmetric Ψ) (hΦ : IsAntisymmetric Φ)
    (h : ∀ k : Fin (n + 1), Ψ k.succAbove = Φ k.succAbove) (x : Fin n → Fin (n + 1)) :
    Ψ x = Φ x := by
  by_cases hx : Function.Injective x
  · -- some orbital `k` is empty, and `x` is a reordering of all the others
    have hns : ¬ Function.Surjective x := fun hsur => by
      have := Fintype.card_le_of_surjective x hsur
      simp at this
    obtain ⟨k, hk⟩ := not_forall.mp hns
    have hex : ∀ i, ∃ j, k.succAbove j = x i := fun i =>
      Fin.exists_succAbove_eq (fun e => hk ⟨i, e⟩)
    choose s hs using hex
    have hinj : Function.Injective s := fun a b hab => hx (by rw [← hs a, ← hs b, hab])
    let σ : Equiv.Perm (Fin n) :=
      Equiv.ofBijective s (Finite.injective_iff_bijective.mp hinj)
    have hxσ : x = k.succAbove ∘ σ := funext fun i => (hs i).symm
    rw [hxσ, hΨ σ, hΦ σ, h k]
  · -- a doubly occupied orbital: both amplitudes vanish
    simp only [Function.Injective, not_forall] at hx
    obtain ⟨i, j, hxij, hij⟩ := hx
    rw [pauli hΨ hij hxij, pauli hΦ hij hxij]
```

## A unitary matrix with a prescribed first row

A unit vector $v$ can be extended to an orthonormal basis $b_0=v,b_1,\dots,b_n$. With these vectors as the rows of $U$,

$$(UU^\dagger)_{ij}=\sum_k b_i(k)\,\overline{b_j(k)}=\langle b_j,b_i\rangle=\delta_{ij}.$$

Lean's inner product is conjugate-linear in its first argument, which accounts for the order of $b_j$ and $b_i$.

```lean
/-- Every normalised orbital is the first row of a unitary matrix. -/
theorem exists_unitary_row {n : ℕ} (v : Fin (n + 1) → ℂ) (hv : ∑ k, ‖v k‖ ^ 2 = 1) :
    ∃ U : Matrix (Fin (n + 1)) (Fin (n + 1)) ℂ, U * Uᴴ = 1 ∧ U 0 = v := by
  let w : EuclideanSpace ℂ (Fin (n + 1)) := WithLp.toLp 2 v
  have hw : ‖w‖ = 1 := by
    rw [EuclideanSpace.norm_eq]
    simp [w, hv]
  have ho : Orthonormal ℂ (({0} : Set (Fin (n + 1))).domRestrict (fun _ => w)) := by
    constructor
    · intro i
      exact hw
    · intro i j hij
      exact absurd (Subtype.ext ((Set.mem_singleton_iff.mp i.2).trans
        (Set.mem_singleton_iff.mp j.2).symm)) hij
  obtain ⟨b, hb⟩ := ho.exists_orthonormalBasis_extension_of_card_eq (by simp)
  refine ⟨Matrix.of fun i k => (b i).ofLp k, ?_, ?_⟩
  · ext i j
    have h := orthonormal_iff_ite.mp b.orthonormal j i
    have e : (if i = j then (1 : ℂ) else 0) = if j = i then 1 else 0 :=
      if_congr eq_comm rfl rfl
    rw [Matrix.mul_apply, Matrix.one_apply, e, ← h, PiLp.inner_apply]
    apply Finset.sum_congr rfl
    intro k _
    simp [RCLike.inner_apply]
  · funext k
    have h0 : b 0 = w := hb 0 (Set.mem_singleton 0)
    exact congrArg (fun z : EuclideanSpace ℂ (Fin (n + 1)) => z.ofLp k) h0
```

Taking determinants in $UU^\dagger=1$ gives $|\det U|^2=1$. Multiply the second row by $\overline{\det U}$, that is, form $V=DU$ with $D=\operatorname{diag}(1,\overline{\det U},1,\dots,1)$. Then

$$VV^\dagger=D\,UU^\dagger D^\dagger=DD^\dagger=1,\qquad \det V=\overline{\det U}\,\det U=1,$$

and the first row is still $v$. A second row must exist, so Lean writes the dimension $n+1$ as `m + 2`; this `m` stands for $n-1$, not for the number of spin orbitals. This is where $n\ge1$ enters. For $n=0$ the only minor is the empty determinant, equal to 1, and a phase $c_0\neq1$ could not be reached.

```lean
/-- In dimension at least two, the unitary matrix with a prescribed normalised first row can be
chosen with determinant one. -/
theorem exists_special_unitary_row {m : ℕ} (v : Fin (m + 2) → ℂ)
    (hv : ∑ k, ‖v k‖ ^ 2 = 1) :
    ∃ V : Matrix (Fin (m + 2)) (Fin (m + 2)) ℂ, V * Vᴴ = 1 ∧ V.det = 1 ∧ V 0 = v := by
  obtain ⟨U, hU, hrow⟩ := exists_unitary_row v hv
  have hd : U.det * star U.det = 1 := by
    have := congrArg Matrix.det hU
    rwa [Matrix.det_mul, Matrix.det_conjTranspose, Matrix.det_one] at this
  -- absorb the phase of the determinant in the second row
  obtain ⟨D, hD⟩ : ∃ D : Fin (m + 2) → ℂ, D = fun i => if i = 1 then star U.det else 1 :=
    ⟨_, rfl⟩
  have hDD : ∀ i, D i * star (D i) = 1 := by
    intro i
    by_cases h : i = 1
    · have h1 : D i = star U.det := by simp [hD, h]
      rw [h1, star_star, mul_comm]
      exact hd
    · have h1 : D i = 1 := by simp [hD, h]
      rw [h1]
      simp
  refine ⟨Matrix.diagonal D * U, ?_, ?_, ?_⟩
  · rw [Matrix.conjTranspose_mul, Matrix.mul_assoc, ← Matrix.mul_assoc U, hU, Matrix.one_mul,
      Matrix.diagonal_conjTranspose, Matrix.diagonal_mul_diagonal]
    exact (congrArg Matrix.diagonal (funext hDD)).trans Matrix.diagonal_one
  · have hp : ∏ i, D i = star U.det := by simp [hD]
    rw [Matrix.det_mul, Matrix.det_diagonal, hp, mul_comm]
    exact hd
  · funext k
    have h0 : D 0 = 1 := by simp [hD]
    rw [Matrix.diagonal_mul, h0, one_mul, hrow]
```

## Minors read from the adjugate

Apply this construction to $v=\bar c$, and let $A$ be $V$ without its first row. The rows of $A$ inherit orthonormality from $V$. Since $\operatorname{adj}(V)\,V=\det V\cdot 1=1$,

$$\operatorname{adj}(V)=\operatorname{adj}(V)\,VV^\dagger=V^\dagger .$$

Compare the entries in row $k$, column $0$. On the left stands the cofactor obtained by deleting row $0$ and column $k$ of $V$, which is $(-1)^k D_A(\kappa_k)$. On the right stands $\overline{V_{0k}}=c_k$. Multiplying by $(-1)^k$ gives

$$D_A(\kappa_k)=(-1)^k c_k .$$

The Mathlib lemma that carries this step is `Matrix.adjugate_fin_succ_eq_det_submatrix`. It expresses entry $(i,j)$ of the adjugate as a signed determinant with row $j$ and column $i$ deleted. The exchange of indices is the transpose built into the adjugate, and it is why the first *column* of $\operatorname{adj}(V)$ holds the minors of the rows below the first. The lemma describes the remaining rows and columns by `succAbove`, the same function that lists the occupied orbitals in $\kappa_k$, so the cofactor is, up to the sign $(-1)^k$, already a Slater amplitude and needs no reordering.

In the statement, `hc` says that $c$ is a unit vector, `A * Aᴴ = 1` says that the rows are orthonormal, and `slater A k.succAbove` is the minor without column $k$.

```lean
/-- For `n ≥ 1` and any unit vector `c` there are `n` orthonormal orbitals in `n + 1` dimensions
whose minor with column `k` deleted is `(-1)^k c k`, for every `k`. -/
theorem exists_orbitals_with_minors {n : ℕ} (hn : 1 ≤ n) (c : Fin (n + 1) → ℂ)
    (hc : ∑ k, ‖c k‖ ^ 2 = 1) :
    ∃ A : Matrix (Fin n) (Fin (n + 1)) ℂ, A * Aᴴ = 1 ∧
      ∀ k : Fin (n + 1), slater A k.succAbove = (-1) ^ (k : ℕ) * c k := by
  obtain ⟨m, rfl⟩ : ∃ m, n = m + 1 := ⟨n - 1, by omega⟩
  obtain ⟨V, hV, hdet, hrow⟩ :=
    exists_special_unitary_row (fun k => star (c k)) (by simpa only [norm_star] using hc)
  -- for a unitary matrix of determinant one the cofactors are the conjugated entries
  have hadj : V.adjugate = Vᴴ := by
    calc V.adjugate = V.adjugate * (V * Vᴴ) := by rw [hV, Matrix.mul_one]
      _ = Vᴴ := by
        rw [← Matrix.mul_assoc, Matrix.adjugate_mul, hdet, one_smul, Matrix.one_mul]
  refine ⟨V.submatrix Fin.succ id, ?_, ?_⟩
  · ext i j
    have h := congrFun (congrFun hV i.succ) j.succ
    simpa [Matrix.mul_apply, Matrix.one_apply] using h
  · intro k
    have h := congrFun (congrFun hadj k) 0
    rw [Matrix.adjugate_fin_succ_eq_det_submatrix, Matrix.conjTranspose_apply, hrow] at h
    simp only [star_star, Fin.val_zero, zero_add, Fin.succAbove_zero] at h
    have hs : (-1 : ℂ) ^ (k : ℕ) * (-1) ^ (k : ℕ) = 1 := by
      rw [← mul_pow]
      norm_num
    change (V.submatrix Fin.succ k.succAbove).det = _
    rw [← h, ← mul_assoc, hs, one_mul]
```

For a case with numbers, take $n=2$ and $c=\tfrac13(1,2,2)$. The matrix

$$A=\frac13\begin{pmatrix}2&1&-2\\-2&2&-1\end{pmatrix}$$

has rows of norm 1, and their product is $\tfrac19(-4+2+2)=0$. Its minors are

$$\begin{aligned}
\text{without column }0:&\quad \tfrac19\,[1\cdot(-1)-(-2)\cdot2]=\tfrac13,\\
\text{without column }1:&\quad \tfrac19\,[2\cdot(-1)-(-2)(-2)]=-\tfrac23,\\
\text{without column }2:&\quad \tfrac19\,[2\cdot2-1\cdot(-2)]=\tfrac23,
\end{aligned}$$

which are $c_0$, $-c_1$ and $c_2$.

## From minors to states

Given a normalised antisymmetric $\Psi$, set $c_k=(-1)^k\Psi(\kappa_k)$. The signs do not change the norm, so $c$ is a unit vector, and the matrix $A$ just constructed satisfies

$$D_A(\kappa_k)=(-1)^k(-1)^k\Psi(\kappa_k)=\Psi(\kappa_k).$$

Both functions are antisymmetric and agree on every $\kappa_k$, so they agree on every $x$.

The hypothesis `hnorm` is $\sum_k|\Psi(\kappa_k)|^2=1$, which counts each occupation configuration once. Summing over all ordered label lists would give $n!$ instead; this convention is why `slater` has no factor $1/\sqrt{n!}$. The theorem concerns pure states of fixed particle number in a finite basis. It involves no Hamiltonian, and it does not require the orbitals in $A$ to have definite spin.

```lean
/-- Every antisymmetric state of `n ≥ 1` fermions in `n + 1` spin orbitals, normalised over the
`n + 1` occupation configurations, is one Slater determinant of orthonormal orbitals. -/
theorem state_is_single_determinant {n : ℕ} (hn : 1 ≤ n) (Ψ : (Fin n → Fin (n + 1)) → ℂ)
    (hΨ : IsAntisymmetric Ψ) (hnorm : ∑ k : Fin (n + 1), ‖Ψ k.succAbove‖ ^ 2 = 1) :
    ∃ A : Matrix (Fin n) (Fin (n + 1)) ℂ, A * Aᴴ = 1 ∧ ∀ x, Ψ x = slater A x := by
  obtain ⟨A, hA, hmin⟩ := exists_orbitals_with_minors hn
    (fun k => (-1) ^ (k : ℕ) * Ψ k.succAbove) (by simpa [norm_mul, norm_pow] using hnorm)
  refine ⟨A, hA, eq_of_hole_amplitudes hΨ (slater_antisymmetric A) fun k => ?_⟩
  have hs : (-1 : ℂ) ^ (k : ℕ) * (-1) ^ (k : ℕ) = 1 := by
    rw [← mul_pow]
    norm_num
  rw [hmin k, ← mul_assoc, hs, one_mul]
```

## The hole orbital

Put a second copy of row $i$ on top of $A$. The resulting square matrix has two equal rows, so its determinant vanishes. Expanding along the top row gives

$$\sum_{k}(-1)^kA_{ik}\,D_A(\kappa_k)=0 .$$

For the matrix found above this reads $\sum_k A_{ik}c_k=0$. The product contains no complex conjugation, so the orbital orthogonal to all the occupied ones, the hole, has coefficients $\bar c_k$. This is the first row of $V$. The identity itself holds for any $A$, with or without orthonormal rows.

```lean
/-- The signed minors of `n` orbitals in `n + 1` dimensions form a vector whose bilinear product
with each of these orbitals is zero. -/
theorem hole_annihilated {n : ℕ} (A : Matrix (Fin n) (Fin (n + 1)) ℂ) (i : Fin n) :
    ∑ k : Fin (n + 1), (-1) ^ (k : ℕ) * A i k * slater A k.succAbove = 0 := by
  -- expand a determinant in which orbital `i` occurs twice
  have h0 : (Matrix.of (Matrix.vecCons (A i) A)).det = 0 :=
    Matrix.det_zero_of_row_eq (i := 0) (j := i.succ) (Fin.succ_ne_zero i).symm rfl
  rw [Matrix.det_succ_row_zero] at h0
  exact h0
```

## Two fermions in four orbitals

With two empty orbitals the conclusion can fail. Consider a pair in orbitals 0 and 1 with coefficient $a$, superposed on a pair in orbitals 2 and 3 with coefficient $b$. The state is normalised when $|a|^2+|b|^2=1$, though the argument needs only $a,b\ne0$.

```lean
/-- The superposition, with coefficients `a` and `b`, of a fermion pair in orbitals 0 and 1 and a
fermion pair in orbitals 2 and 3. -/
def pairState (a b : ℂ) (x : Fin 2 → Fin 4) : ℂ :=
  a * slater !![1, 0, 0, 0; 0, 1, 0, 0] x + b * slater !![0, 0, 1, 0; 0, 0, 0, 1] x
```

Let a $2\times4$ matrix have rows $p$ and $q$, and write $M_{ij}=p_iq_j-p_jq_i$ for its amplitudes. Then

$$\begin{aligned}
M_{01}M_{23}&=p_0p_2q_1q_3-p_0p_3q_1q_2-p_1p_2q_0q_3+p_1p_3q_0q_2,\\
-M_{02}M_{13}&=-p_0p_1q_2q_3+p_0p_3q_1q_2+p_1p_2q_0q_3-p_2p_3q_0q_1,\\
M_{03}M_{12}&=p_0p_1q_2q_3-p_0p_2q_1q_3-p_1p_3q_0q_2+p_2p_3q_0q_1.
\end{aligned}$$

All terms cancel in the sum, which gives the Plücker relation

$$M_{01}M_{23}-M_{02}M_{13}+M_{03}M_{12}=0 .$$

The superposition has $M_{01}=a$, $M_{23}=b$ and its other four amplitudes zero. If it were a determinant, the relation would give $ab=0$, a contradiction.

In the code, `ring` verifies the cancellation, and rewriting with the assumed equality `h` turns the relation into `a * b = 0`. The matrix `A` is arbitrary here, so non-orthogonal orbitals are excluded too.

```lean
/-- With two fermions in four orbitals, the superposition of two disjoint pairs with nonzero
coefficients is antisymmetric but is not a single determinant. -/
theorem pairState_not_determinant {a b : ℂ} (ha : a ≠ 0) (hb : b ≠ 0) :
    IsAntisymmetric (pairState a b) ∧
      ¬ ∃ A : Matrix (Fin 2) (Fin 4) ℂ, ∀ x, pairState a b x = slater A x := by
  constructor
  · intro σ x
    simp only [pairState, slater_antisymmetric _ σ x]
    ring
  · rintro ⟨A, h⟩
    -- the Plücker relation between the six amplitudes of a determinant
    have p : slater A ![0, 1] * slater A ![2, 3] - slater A ![0, 2] * slater A ![1, 3]
        + slater A ![0, 3] * slater A ![1, 2] = 0 := by
      simp [slater, Matrix.det_fin_two]
      ring
    simp only [← h] at p
    have key : a * b = 0 := by
      simpa [pairState, slater, Matrix.det_fin_two] using p
    exact mul_ne_zero ha hb key

end

end OneHoleSlater
```

```lean
#print axioms OneHoleSlater.state_is_single_determinant
#print axioms OneHoleSlater.hole_annihilated
#print axioms OneHoleSlater.pairState_not_determinant
```

```
'OneHoleSlater.state_is_single_determinant' depends on axioms: [propext, Classical.choice, Quot.sound]
'OneHoleSlater.hole_annihilated' depends on axioms: [propext, Classical.choice, Quot.sound]
'OneHoleSlater.pairState_not_determinant' depends on axioms: [propext, Classical.choice, Quot.sound]
```
